# The thermal kernel of a linear potential and its gradient-squared quantum correction

**A:** A quantum particle of mass $m$ in the potential $V(x)=Fx$, at inverse temperature $\beta$, has the thermal kernel

$$K(x,y,\beta)=\sqrt{\frac{m}{2\pi\hbar^2\beta}}\;\exp\!\Big(-\frac{m(x-y)^2}{2\hbar^2\beta}-\frac{\beta F(x+y)}{2}+\frac{\hbar^2\beta^3F^2}{24m}\Big).$$

For $\hbar,m,\beta>0$ and any real $F$, it satisfies the Bloch equation $\partial_\beta K=\frac{\hbar^2}{2m}\partial_x^2K-FxK$ and starts from a delta function. Its diagonal is the classical density times $\exp(\hbar^2\beta^3F^2/24m)$.

**Q:** The last claim is empty if "classical density" just means the diagonal with that exponential removed. What do your definitions say?

**A:** The kernel is the explicit function above.

In Lean 4 with Mathlib:

```lean
import Mathlib

open Real MeasureTheory Filter Topology

namespace LinearPotentialBloch

noncomputable section

/-- The thermal kernel of a particle of mass `m` in the potential `F x`, at inverse
temperature `β`; the domain is `ħ, m, β > 0`. -/
def blochKernel (ħ m F β x y : ℝ) : ℝ :=
  √(m / (2 * π * ħ ^ 2 * β)) *
    Real.exp (-(m * (x - y) ^ 2 / (2 * ħ ^ 2 * β)) - β * F * (x + y) / 2
      + ħ ^ 2 * β ^ 3 * F ^ 2 / (24 * m))
```

The classical density is defined without reference to it, as the phase-space integral

$$n_{\rm cl}(x)=\frac{1}{2\pi\hbar}\int e^{-\beta(p^2/2m+Fx)}\,dp .$$

```lean
/-- The classical density: the Boltzmann factor of `p² / 2m + F x` integrated over momentum,
per phase-space cell `2πħ`; the domain is `ħ, m, β > 0`. -/
def classicalDensity (ħ m F β x : ℝ) : ℝ :=
  (∫ p : ℝ, Real.exp (-β * (p ^ 2 / (2 * m) + F * x))) / (2 * π * ħ)
```

All variables are real numbers, and positivity enters as a hypothesis of the theorems. Setting $\hbar=m=1$ gives the kernel in natural units. Two further definitions serve the limit $\beta\to0^+$: the thermal length $L=\sqrt{\hbar^2\beta/m}$, and the kernel rewritten as a weight in $z=(y-x)/L$.

```lean
/-- The thermal length `√(ħ² β / m)`, for `m > 0` and `β ≥ 0`. -/
def thermalLength (ħ m β : ℝ) : ℝ := √(ħ ^ 2 * β / m)

/-- The kernel as a weight in the displacement `z` from `x`, measured in thermal lengths; the domain
is `ħ, m, β > 0`, and at `β = 0` the formula gives the standard Gaussian. -/
def scaledWeight (ħ m F x β z : ℝ) : ℝ :=
  Real.exp (-(1 / 2) * z ^ 2 - β * F * (x + (x + thermalLength ħ m β * z)) / 2
    + ħ ^ 2 * β ^ 3 * F ^ 2 / (24 * m)) / √(2 * π)
```

**Q:** Then show me the Bloch equation, with no steps left out.

**A:** Put $A=\frac{m(x-y)}{\hbar^2\beta}+\frac{\beta F}{2}$. Differentiating the exponent at fixed $y$ gives $\partial_xK=-AK$. Since $\partial_xA=m/(\hbar^2\beta)$, a second derivative gives

$$\partial_x^2K=\Big(A^2-\frac{m}{\hbar^2\beta}\Big)K .$$

The first two lemmas are these two lines. The second one differentiates the actual derivative function, so $\partial_x^2K$ is a true iterated derivative.

```lean
/-- The first position derivative of the kernel. -/
theorem hasDerivAt_position (ħ m F β x y : ℝ) :
    HasDerivAt (fun u => blochKernel ħ m F β u y)
      (-(m * (x - y) / (ħ ^ 2 * β) + β * F / 2) * blochKernel ħ m F β x y) x := by
  have h1 : HasDerivAt (fun u : ℝ => (u - y) ^ 2) (2 * (x - y)) x := by
    simpa using ((hasDerivAt_id' x).sub_const y).fun_pow 2
  have h2 := (((hasDerivAt_id' x).add_const y).const_mul (β * F)).div_const 2
  have h := ((((h1.const_mul m).div_const (2 * ħ ^ 2 * β)).fun_neg.fun_sub h2).add_const
    (ħ ^ 2 * β ^ 3 * F ^ 2 / (24 * m))).exp.const_mul (√(m / (2 * π * ħ ^ 2 * β)))
  refine h.congr_deriv ?_
  simp only [blochKernel]
  ring

/-- The second position derivative of the kernel. -/
theorem hasDerivAt_position_twice (ħ m F β x y : ℝ) :
    HasDerivAt (fun u => deriv (fun v => blochKernel ħ m F β v y) u)
      (((m * (x - y) / (ħ ^ 2 * β) + β * F / 2) ^ 2 - m / (ħ ^ 2 * β))
        * blochKernel ħ m F β x y) x := by
  have e : (fun u => deriv (fun v => blochKernel ħ m F β v y) u) = fun u =>
      -(m * (u - y) / (ħ ^ 2 * β) + β * F / 2) * blochKernel ħ m F β u y :=
    funext fun u => (hasDerivAt_position ħ m F β u y).deriv
  rw [e]
  have h1 := (((((hasDerivAt_id' x).sub_const y).const_mul m).div_const
    (ħ ^ 2 * β)).add_const (β * F / 2)).fun_neg
  refine (h1.fun_mul (hasDerivAt_position ħ m F β x y)).congr_deriv ?_
  ring
```

In $\beta$, the prefactor scales as $\beta^{-1/2}$ and contributes $-1/(2\beta)$; the exponent supplies the rest:

$$\partial_\beta K=\Big(-\frac1{2\beta}+\frac{m(x-y)^2}{2\hbar^2\beta^2}-\frac{F(x+y)}2+\frac{\hbar^2\beta^2F^2}{8m}\Big)K .$$

In the proof, `hs` handles the prefactor and `hdiv` the terms with $\beta$ in the denominator.

```lean
/-- The derivative of the kernel with respect to inverse temperature, for `ħ, m, β > 0`. -/
theorem hasDerivAt_beta {ħ m β : ℝ} (hħ : 0 < ħ) (hm : 0 < m) (hβ : 0 < β) (F x y : ℝ) :
    HasDerivAt (fun b => blochKernel ħ m F b x y)
      ((-(1 / (2 * β)) + m * (x - y) ^ 2 / (2 * ħ ^ 2 * β ^ 2) - F * (x + y) / 2
        + ħ ^ 2 * β ^ 2 * F ^ 2 / (8 * m)) * blochKernel ħ m F β x y) β := by
  have hdiv : ∀ c A : ℝ, A ≠ 0 →
      HasDerivAt (fun b : ℝ => c / (A * b)) (-(c / (A * β)) / β) β := by
    intro c A hA
    refine ((hasDerivAt_const β c).fun_div ((hasDerivAt_id' β).const_mul A)
      (mul_ne_zero hA hβ.ne')).congr_deriv ?_
    field_simp
    ring
  have hg : 0 < m / (2 * π * ħ ^ 2 * β) := by positivity
  -- the normalisation factor scales as `β ^ (-1/2)`
  have hs : HasDerivAt (fun b => √(m / (2 * π * ħ ^ 2 * b)))
      (-(√(m / (2 * π * ħ ^ 2 * β)) / (2 * β))) β := by
    refine ((hdiv m (2 * π * ħ ^ 2) (by positivity)).sqrt hg.ne').congr_deriv ?_
    have h1 := Real.mul_self_sqrt hg.le
    have h2 := Real.sqrt_pos.mpr hg
    rw [div_eq_iff (by positivity)]
    linear_combination (1 / β) * h1
  have h1 := hdiv (m * (x - y) ^ 2) (2 * ħ ^ 2) (by positivity)
  have h2 := (((hasDerivAt_id' β).mul_const F).mul_const (x + y)).div_const 2
  have h3 : HasDerivAt (fun b : ℝ => b ^ 3) (3 * β ^ 2) β := by
    simpa using hasDerivAt_pow 3 β
  have h4 := ((h3.const_mul (ħ ^ 2)).mul_const (F ^ 2)).div_const (24 * m)
  refine (hs.fun_mul ((h1.fun_neg.fun_sub h2).fun_add h4).exp).congr_deriv ?_
  simp only [blochKernel]
  ring
```

Now expand the square:

$$\frac{\hbar^2}{2m}\Big(A^2-\frac{m}{\hbar^2\beta}\Big)=\frac{m(x-y)^2}{2\hbar^2\beta^2}+\frac{F(x-y)}2+\frac{\hbar^2\beta^2F^2}{8m}-\frac1{2\beta}.$$

Subtracting $Fx$ turns $F(x-y)/2$ into $-F(x+y)/2$, and the two sides agree. The proof does the same: it replaces the common factor $K$ by a letter `k` and leaves an algebraic identity to `field_simp` and `ring`.

```lean
/-- For `ħ, m, β > 0` the kernel satisfies the Bloch equation
`∂K/∂β = (ħ²/2m) ∂²K/∂x² - F x K`. -/
theorem bloch_equation {ħ m β : ℝ} (hħ : 0 < ħ) (hm : 0 < m) (hβ : 0 < β) (F x y : ℝ) :
    HasDerivAt (fun b => blochKernel ħ m F b x y)
      (ħ ^ 2 / (2 * m) * deriv (fun u => deriv (fun v => blochKernel ħ m F β v y) u) x
        - F * x * blochKernel ħ m F β x y) β := by
  refine (hasDerivAt_beta hħ hm hβ F x y).congr_deriv ?_
  rw [(hasDerivAt_position_twice ħ m F β x y).deriv]
  generalize blochKernel ħ m F β x y = k
  field_simp
  ring
```

**Q:** I care about the density. Why not set $y=x$ at the start and save some work?

**A:** Because that changes the equation. The diagonal depends on $x$ only through $e^{-\beta Fx}$, so its second derivative is $\beta^2F^2K(x,x,\beta)$. The Bloch equation needs $\partial_x^2K$ at fixed $y$, which on the diagonal is $\big(\frac{\beta^2F^2}{4}-\frac{m}{\hbar^2\beta}\big)K$. In the formal statement, writing `v v` in place of `v y` inside the inner `deriv` would make this error, and the resulting equation would be false.

**Q:** Any multiple of $K$ also solves the equation. What fixes the normalisation?

**A:** The initial condition. Substitute $y=x+Lz$. Since $L\sqrt{m/(2\pi\hbar^2\beta)}=1/\sqrt{2\pi}$,

$$\int K(x,y,\beta)f(y)\,dy=\int w_\beta(z)\,f(x+Lz)\,dz,$$

$$w_\beta(z)=\frac1{\sqrt{2\pi}}\exp\!\Big(-\frac{z^2}2-\beta Fx-\frac{\beta FLz}2+\frac{\hbar^2\beta^3F^2}{24m}\Big).$$

In the code, `scaledWeight` is $w_\beta$, and `hn` is the identity for the prefactor.

```lean
/-- For `ħ, m, β > 0`, the kernel applied to a function `f` is an integral over
displacements measured in thermal lengths. -/
theorem integral_kernel_rescaled {ħ m β : ℝ} (hħ : 0 < ħ) (hm : 0 < m) (hβ : 0 < β)
    (F x : ℝ) (f : ℝ → ℝ) :
    ∫ y, blochKernel ħ m F β x y * f y =
      ∫ z, scaledWeight ħ m F x β z * f (x + thermalLength ħ m β * z) := by
  have hL : 0 < thermalLength ħ m β := Real.sqrt_pos.mpr (by positivity)
  have hL2 : thermalLength ħ m β ^ 2 = ħ ^ 2 * β / m := Real.sq_sqrt (by positivity)
  have hn : thermalLength ħ m β * √(m / (2 * π * ħ ^ 2 * β)) = (√(2 * π))⁻¹ := by
    rw [thermalLength, ← Real.sqrt_mul (by positivity), ← Real.sqrt_inv]
    congr 1
    field_simp
  have hw : ∀ z, scaledWeight ħ m F x β z * f (x + thermalLength ħ m β * z) =
      thermalLength ħ m β * (blochKernel ħ m F β x (x + thermalLength ħ m β * z)
        * f (x + thermalLength ħ m β * z)) := by
    intro z
    have he : m * (x - (x + thermalLength ħ m β * z)) ^ 2 / (2 * ħ ^ 2 * β)
        = 1 / 2 * z ^ 2 := by
      rw [show (x - (x + thermalLength ħ m β * z)) ^ 2
        = thermalLength ħ m β ^ 2 * z ^ 2 by ring, hL2]
      field_simp
    rw [scaledWeight, blochKernel, he, div_eq_mul_inv, ← hn, neg_mul]
    ring
  have h := Measure.integral_comp_mul_left
    (fun u => blochKernel ħ m F β x (x + u) * f (x + u)) (thermalLength ħ m β)
  rw [integral_add_left_eq_self (fun y => blochKernel ħ m F β x y * f y) x,
    smul_eq_mul, abs_of_pos (inv_pos.mpr hL)] at h
  simp_rw [hw]
  rw [integral_const_mul, h, ← mul_assoc, mul_inv_cancel₀ hL.ne', one_mul]
```

As $\beta\to0^+$, $L\to0$ and $w_\beta$ tends to the standard Gaussian, so for continuous $f$ the integrand tends to $f(x)e^{-z^2/2}/\sqrt{2\pi}$, which integrates to $f(x)$.

**Q:** You exchanged a limit and an integral, and the potential is unbounded below.

**A:** A bound independent of $\beta$ justifies the exchange. Write $c=\hbar^2F^2/m$, so that $\beta^2F^2L^2=\beta^3c$. From $(z/2+\beta FL/2)^2\ge0$ we get

$$-\frac{\beta FLz}2\le\frac{z^2}4+\frac{\beta^3c}4 .$$

For $0<\beta<1$ the exponent of $w_\beta$ is therefore at most $-z^2/4+|Fx|+c$, because $\frac14+\frac1{24}<1$. If $|f|\le M$, the integrand is dominated by a fixed integrable Gaussian, and dominated convergence applies. In the proof, `hq` is the completed square, `hp` and `hlim` evaluate the limiting integral, and the last lines return to the original variable $y$.

```lean
/-- As `β → 0⁺`, with `ħ, m > 0`, the kernel tends to the delta function: applied to a bounded
continuous `f` it returns `f x`. -/
theorem initial_condition {ħ m : ℝ} (hħ : 0 < ħ) (hm : 0 < m) (F x : ℝ) {f : ℝ → ℝ}
    (hf : Continuous f) {M : ℝ} (hM : ∀ y, |f y| ≤ M) :
    Tendsto (fun β => ∫ y, blochKernel ħ m F β x y * f y) (𝓝[>] 0) (𝓝 (f x)) := by
  have h0 : thermalLength ħ m 0 = 0 := by simp [thermalLength]
  have hp : ∀ z, scaledWeight ħ m F x 0 z * f (x + thermalLength ħ m 0 * z)
      = Real.exp (-(1 / 2) * z ^ 2) * (f x / √(2 * π)) := by
    intro z
    rw [scaledWeight, h0, show -(1 / 2) * z ^ 2 - 0 * F * (x + (x + 0 * z)) / 2
      + ħ ^ 2 * 0 ^ 3 * F ^ 2 / (24 * m) = -(1 / 2) * z ^ 2 by ring, zero_mul, add_zero]
    ring
  have hlim : ∫ z, scaledWeight ħ m F x 0 z * f (x + thermalLength ħ m 0 * z) = f x := by
    have hpi : √(2 * π) ≠ 0 := (Real.sqrt_pos.mpr (by positivity)).ne'
    simp_rw [hp]
    rw [integral_mul_const, integral_gaussian, show π / (1 / 2) = 2 * π by ring]
    field_simp
  have key : Tendsto
      (fun β => ∫ z, scaledWeight ħ m F x β z * f (x + thermalLength ħ m β * z))
      (𝓝[>] 0) (𝓝 (f x)) := by
    rw [← hlim]
    -- a Gaussian of twice the variance dominates all weights with `β < 1`
    refine tendsto_integral_filter_of_dominated_convergence
      (fun z => Real.exp (|F * x| + ħ ^ 2 * F ^ 2 / m) * Real.exp (-(1 / 4) * z ^ 2)
        / √(2 * π) * M) ?_ ?_ ?_ ?_
    · refine Eventually.of_forall fun β => Continuous.aestronglyMeasurable ?_
      unfold scaledWeight
      fun_prop
    · filter_upwards [Ioo_mem_nhdsGT (zero_lt_one' ℝ)] with β hβ
      refine Eventually.of_forall fun z => ?_
      have hβ0 : 0 < β := hβ.1
      have hL2 : thermalLength ħ m β ^ 2 = ħ ^ 2 * β / m := Real.sq_sqrt (by positivity)
      have hA : 0 ≤ ħ ^ 2 * F ^ 2 / m := by positivity
      have hc : β ^ 3 * (ħ ^ 2 * F ^ 2 / m) ≤ ħ ^ 2 * F ^ 2 / m :=
        mul_le_of_le_one_left hA (pow_le_one₀ hβ0.le hβ.2.le)
      have hx : β * -(F * x) ≤ |F * x| :=
        (mul_le_mul_of_nonneg_left (neg_le_abs _) hβ0.le).trans
          (mul_le_of_le_one_left (abs_nonneg _) hβ.2.le)
      have hq : 0 ≤ z ^ 2 / 4 + β * F * thermalLength ħ m β * z / 2
          + β ^ 3 * (ħ ^ 2 * F ^ 2 / m) / 4 := by
        have e : z ^ 2 / 4 + β * F * thermalLength ħ m β * z / 2
            + β ^ 3 * (ħ ^ 2 * F ^ 2 / m) / 4
            = (z / 2 + β * F * thermalLength ħ m β / 2) ^ 2 := by
          linear_combination (-(β ^ 2 * F ^ 2 / 4)) * hL2
        rw [e]
        positivity
      have e2 : ħ ^ 2 * β ^ 3 * F ^ 2 / (24 * m)
          = β ^ 3 * (ħ ^ 2 * F ^ 2 / m) / 24 := by ring
      have hw : 0 ≤ scaledWeight ħ m F x β z := by unfold scaledWeight; positivity
      rw [Real.norm_eq_abs, abs_mul, abs_of_nonneg hw]
      refine mul_le_mul ?_ (hM _) (abs_nonneg _) (by positivity)
      rw [scaledWeight, ← Real.exp_add]
      refine div_le_div_of_nonneg_right (Real.exp_le_exp.mpr ?_) (Real.sqrt_nonneg _)
      rw [e2]
      linarith
    · exact (((integrable_exp_neg_mul_sq (by norm_num : (0 : ℝ) < 1 / 4)).const_mul
        _).div_const _).mul_const _
    · refine Eventually.of_forall fun z => ?_
      have hcont : Continuous
          (fun β => scaledWeight ħ m F x β z * f (x + thermalLength ħ m β * z)) := by
        unfold scaledWeight thermalLength
        fun_prop
      exact (hcont.tendsto 0).mono_left nhdsWithin_le_nhds
  refine key.congr' ?_
  filter_upwards [self_mem_nhdsWithin] with β hβ
  exact (integral_kernel_rescaled hħ hm hβ F x f).symm
```

The statement reads: for each fixed $x$ and each bounded continuous $f$, the integral tends to $f(x)$ as $\beta$ approaches zero from above, which is what `𝓝[>] 0` expresses.

**Q:** Now the density.

**A:** The momentum integral is Gaussian, $\int e^{-\beta p^2/2m}dp=\sqrt{2\pi m/\beta}$. Dividing by $2\pi\hbar$ gives

$$n_{\rm cl}(x)=\sqrt{\frac m{2\pi\hbar^2\beta}}\;e^{-\beta Fx}.$$

```lean
/-- The momentum integral in closed form, for `ħ, m, β > 0`. -/
theorem classicalDensity_eq {ħ m β : ℝ} (hħ : 0 < ħ) (hm : 0 < m) (hβ : 0 < β) (F x : ℝ) :
    classicalDensity ħ m F β x
      = √(m / (2 * π * ħ ^ 2 * β)) * Real.exp (-(β * F * x)) := by
  have hp : ∀ p : ℝ, Real.exp (-β * (p ^ 2 / (2 * m) + F * x))
      = Real.exp (-(β / (2 * m)) * p ^ 2) * Real.exp (-(β * F * x)) := by
    intro p
    rw [← Real.exp_add]
    congr 1
    ring
  have hs : m / (2 * π * ħ ^ 2 * β) = π / (β / (2 * m)) / (2 * π * ħ) ^ 2 := by
    field_simp
  rw [classicalDensity, hs, Real.sqrt_div' _ (sq_nonneg _), Real.sqrt_sq (by positivity)]
  simp_rw [hp]
  rw [integral_mul_const, integral_gaussian]
  ring
```

At $y=x$ the quadratic term in $K$ vanishes and $\beta F(x+y)/2$ becomes $\beta Fx$. What remains is $n_{\rm cl}(x)\exp(\hbar^2\beta^3F^2/24m)$.

```lean
/-- For `ħ, m, β > 0` the diagonal of the kernel is the classical density times
`exp (ħ² β³ F² / 24m)`. -/
theorem diagonal_eq {ħ m β : ℝ} (hħ : 0 < ħ) (hm : 0 < m) (hβ : 0 < β) (F x : ℝ) :
    blochKernel ħ m F β x x
      = classicalDensity ħ m F β x * Real.exp (ħ ^ 2 * β ^ 3 * F ^ 2 / (24 * m)) := by
  rw [classicalDensity_eq hħ hm hβ, blochKernel,
    mul_assoc (√(m / (2 * π * ħ ^ 2 * β))), ← Real.exp_add]
  congr 2
  ring
```

**Q:** And how does the Wigner-Kirkwood coefficient come out of that?

**A:** With $a=\beta^3F^2/(24m)$, the relative correction is $e^{a\hbar^2}-1$. Divided by $\hbar^2$, it tends to the slope of $t\mapsto e^{at}$ at $t=0$, which is $a$. The theorem treats $\hbar$ as a variable going to zero from above, with $m$, $\beta$, $F$ and $x$ fixed. The proof takes the derivative at zero (`hd`) and composes it with $t=\hbar^2$ (`hsq`).

```lean
/-- The Wigner-Kirkwood gradient-squared coefficient for a linear potential: with `m, β > 0`,
the relative quantum correction to the density, divided by `ħ²`, tends to `β³ F² / 24m`
as `ħ → 0⁺`. -/
theorem wigner_kirkwood_coefficient {m β : ℝ} (hm : 0 < m) (hβ : 0 < β) (F x : ℝ) :
    Tendsto (fun ħ => (blochKernel ħ m F β x x / classicalDensity ħ m F β x - 1) / ħ ^ 2)
      (𝓝[>] 0) (𝓝 (β ^ 3 * F ^ 2 / (24 * m))) := by
  have hd : HasDerivAt (fun t : ℝ => Real.exp (β ^ 3 * F ^ 2 / (24 * m) * t))
      (β ^ 3 * F ^ 2 / (24 * m)) 0 := by
    refine ((hasDerivAt_id' (0 : ℝ)).const_mul (β ^ 3 * F ^ 2 / (24 * m))).exp.congr_deriv ?_
    rw [mul_zero, Real.exp_zero, one_mul, mul_one]
  have hsq : Tendsto (fun ħ : ℝ => ħ ^ 2) (𝓝[>] 0) (𝓝[≠] 0) := by
    refine tendsto_nhdsWithin_iff.mpr ⟨?_, ?_⟩
    · have hc : Continuous (fun ħ : ℝ => ħ ^ 2) := by fun_prop
      have h := hc.tendsto 0
      rw [zero_pow two_ne_zero] at h
      exact h.mono_left nhdsWithin_le_nhds
    · filter_upwards [self_mem_nhdsWithin] with ħ hħ
      exact pow_ne_zero 2 (ne_of_gt hħ)
  -- the coefficient is the slope of the exponential at zero, in the variable `ħ²`
  refine ((hasDerivAt_iff_tendsto_slope_zero.mp hd).comp hsq).congr' ?_
  filter_upwards [self_mem_nhdsWithin] with ħ hħ
  have hħ0 : 0 < ħ := hħ
  have hcl : classicalDensity ħ m F β x ≠ 0 := by
    rw [classicalDensity_eq hħ0 hm hβ]
    positivity
  rw [diagonal_eq hħ0 hm hβ, mul_div_cancel_left₀ _ hcl,
    show ħ ^ 2 * β ^ 3 * F ^ 2 / (24 * m) = β ^ 3 * F ^ 2 / (24 * m) * ħ ^ 2 by ring]
  simp only [Function.comp_apply, smul_eq_mul, zero_add, mul_zero, Real.exp_zero]
  exact (div_eq_inv_mul _ _).symm

end

end LinearPotentialBloch
```

```lean
#print axioms LinearPotentialBloch.bloch_equation
#print axioms LinearPotentialBloch.initial_condition
#print axioms LinearPotentialBloch.wigner_kirkwood_coefficient
```

```
'LinearPotentialBloch.bloch_equation' depends on axioms: [propext, Classical.choice, Quot.sound]
'LinearPotentialBloch.initial_condition' depends on axioms: [propext, Classical.choice, Quot.sound]
'LinearPotentialBloch.wigner_kirkwood_coefficient' depends on axioms: [propext, Classical.choice, Quot.sound]
```

**Q:** The Wigner-Kirkwood expansion is about general potentials. You have a straight line.

**A:** Yes, and the theorem fixes the coefficient for that line only. In a general smooth potential the $\hbar^2$ correction to the density also has a term in $V''$. A linear potential has $V''=0$, so it isolates the term in $(V')^2$, but it says nothing about the curvature term or about whether the expansion holds for other potentials.

**Q:** Is $K$ at least *the* thermal kernel?

**A:** The theorems show that it solves the equation with the right initial condition. They do not prove uniqueness or construct $e^{-\beta H}$ from the Hamiltonian $H$. The density is also unnormalised: on the whole line the partition function diverges for every real $F$, so the density cannot be scaled to integrate to one. The theorems compare it with the classical density point by point.

**Q:** Where would I use it?

**A:** As a check on gradient corrections in semiclassical or orbital-free density models, for one non-interacting particle in one dimension with Boltzmann statistics and a uniform force. In that case an implementation of the $\hbar^2$ correction should reproduce $\beta^3F^2/(24m)$ as the coefficient of $\hbar^2$ in the relative correction to the unnormalised density. Compare before any normalisation: the correction factor does not depend on $x$, so scaling the quantum and classical densities to the same integral over an interval cancels it.
